# Exact levels of a spin 1/2 with scalar coupling to one angular momentum

Let \(S\) be a spin 1/2 and let \(K\) be an angular momentum that commutes with it and satisfies \(K^2=k(k+1)\). For real \(d\) and \(J\),

\[
\left(dS_z+J\,S\cdot K+\tfrac J4\right)^2=\tfrac14\left(d^2+2dJ(S_z+K_z)+J^2(k+\tfrac12)^2\right).
\]

Consequently, a joint eigenstate of \(F_z=S_z+K_z\) and \(H=\omega F_z+dS_z+J\,S\cdot K\), with real projection \(m\) and \(|m|\le k+\tfrac12\), can only have one of the energies

\[
E_\pm=\omega m-\tfrac J4\pm\tfrac12\sqrt{R},\qquad R=d^2+2dJm+J^2(k+\tfrac12)^2 .
\]

Here \(\hbar=1\). Without the coupling, \(K\) precesses at \(\omega\) and \(S\) at \(\omega+d\); \(J\) is in the same angular-frequency units. In NMR this describes one spin 1/2 coupled equally to a group of equivalent nuclei, restricted to one value \(k\) of the group's total spin. No relaxation, quadrupolar term or coupling within the group is included.

## From the spin algebra to the energies

Number the components \(x,y,z\) as 0, 1, 2 and write \(X=S\cdot K=\sum_a S_aK_a\). The spin-1/2 relations are \(S_aS_b=\tfrac14\delta_{ab}+\tfrac i2\sum_c\varepsilon_{abc}S_c\), where \(\delta\) is the Kronecker delta and \(\varepsilon\) the antisymmetric symbol. Since \(S\) and \(K\) commute,

\[
X^2=\sum_{a,b}S_aS_bK_aK_b=\tfrac14K^2+\tfrac i2\sum_c S_c(K\times K)_c .
\]

The commutators of \(K\) say \(K\times K=iK\), so \(X^2=\tfrac14k(k+1)-\tfrac12X\). Treating the components of \(K\) as commuting numbers would lose the last term. The singlet of two spins 1/2 exposes the error: there \(X=-\tfrac34\) and \(X^2=\tfrac9{16}\), whereas \(\tfrac14k(k+1)\) is only \(\tfrac3{16}\).

Completing the square gives \((X+\tfrac14)^2=\tfrac14(k+\tfrac12)^2\), which explains the shift \(J/4\). Different components of \(S\) anticommute, so \(S_zX+XS_z=\tfrac12K_z\), and therefore

\[
S_z(X+\tfrac14)+(X+\tfrac14)S_z=\tfrac12(S_z+K_z).
\]

With \(Q=dS_z+J(X+\tfrac14)\), the three contributions to \(Q^2\) are \(d^2/4\), \(dJF_z/2\) and \(J^2(k+\tfrac12)^2/4\). This is the identity.

Next, \([S_z,X]=i(S_yK_x-S_xK_y)\) and \([K_z,X]=i(S_xK_y-S_yK_x)\) cancel, so \(F_z\) commutes with \(Q\). Since \(H=\omega F_z+Q-J/4\), a joint eigenvector \(v\neq0\) with energy \(E\) satisfies \(Qv=(E-\omega m+J/4)v\). Applying \(Q\) again gives

\[
(E-\omega m+J/4)^2=R/4 .
\]

The radicand is nonnegative because \(R=(d+Jm)^2+J^2((k+\tfrac12)^2-m^2)\). The two roots are \(E_\pm\).

To show that both occur, assume \(J\ne0\) and \(|m|<k+\tfrac12\), and take \(v\neq0\) with \(S_zv=\tfrac12v\) and \(K_zv=(m-\tfrac12)v\). Let \(r=\pm\tfrac12\sqrt R\) and \(w=Qv+rv\). Then \(Qw=r^2v+rQv=rw\), and \(F_zw=mw\). If \(w\) vanished, \(Qv=-rv\), and applying \(S_zQ+QS_z=\tfrac12(d+JF_z)\) to \(v\) would give \(-r=\tfrac12(d+Jm)\). Squaring yields \(J^2((k+\tfrac12)^2-m^2)=0\), a contradiction.

For self-adjoint spins on a Hilbert space and a unit vector \(v\), the expectation value of \(Q\) is \(\tfrac12(d+Jm)\), so the normalised eigenvector is \(w/\sqrt{r(2r+d+Jm)}\).

At \(\omega=d=0\) the formula gives \(Jk/2\) and \(-J(k+1)/2\); for \(k=0\), where \(K=0\), only the first occurs. For \(|J|\ll|d|\), expanding the root to first order in \(J\) gives the weak-coupling energies \(\omega m+\tfrac d2+\tfrac J2(m-\tfrac12)\) and \(\omega m-\tfrac d2-\tfrac J2(m+\tfrac12)\).

## The relations and the Hamiltonian in Lean

The identity is stated in an arbitrary complex algebra `A`, so no basis or dimension is chosen.

```lean
import Mathlib

open Complex (I)
open scoped Kronecker

namespace StrongCoupling

noncomputable section

variable {A : Type*} [Ring A] [Algebra ℂ A]
```

`CoupledSpins S K k` collects the assumptions. The fields from `square` to `xz` are the spin-1/2 products, `comm` makes the two angular momenta commute, and the next three fields are the commutators of \(K\). The field `casimir` fixes the magnitude of \(K\): physically, it selects a single nucleus of spin \(k\) or one total-spin sector of an equivalent group. The structure accepts any real `k`. For a physical angular momentum \(k\) is one of \(0,\tfrac12,1,\dots\), and the condition \(|m|\le k+\tfrac12\) then holds automatically.

```lean
/-- A spin 1/2 `S` (Pauli relations) and an angular momentum `K` with `K² = k(k+1)`,
commuting with each other; the indices 0, 1, 2 stand for x, y, z. -/
structure CoupledSpins (S K : Fin 3 → A) (k : ℝ) : Prop where
  square : ∀ a, S a * S a = (1 / 4 : ℂ) • (1 : A)
  xy : S 0 * S 1 = (I / 2) • S 2
  yx : S 1 * S 0 = (-(I / 2)) • S 2
  yz : S 1 * S 2 = (I / 2) • S 0
  zy : S 2 * S 1 = (-(I / 2)) • S 0
  zx : S 2 * S 0 = (I / 2) • S 1
  xz : S 0 * S 2 = (-(I / 2)) • S 1
  comm : ∀ a b, S a * K b = K b * S a
  Kxy : K 0 * K 1 - K 1 * K 0 = I • K 2
  Kyz : K 1 * K 2 - K 2 * K 1 = I • K 0
  Kzx : K 2 * K 0 - K 0 * K 2 = I • K 1
  casimir : K 0 * K 0 + K 1 * K 1 + K 2 * K 2 = ((k : ℂ) * (k + 1)) • (1 : A)
```

The next definitions are \(X\), \(F_z\), \(Q\) and \(H\). A scalar acts through `•`, and a constant energy is a multiple of the identity `1`.

```lean
/-- The scalar coupling `S·K`. -/
def dotSK (S K : Fin 3 → A) : A := S 0 * K 0 + S 1 * K 1 + S 2 * K 2

/-- The total projection `Sz + Kz`. -/
def totalZ (S K : Fin 3 → A) : A := S 2 + K 2

/-- The shifted Hamiltonian `d Sz + J S·K + J/4`, with frequency offset `d`. -/
def shifted (S K : Fin 3 → A) (d J : ℝ) : A :=
  (d : ℂ) • S 2 + (J : ℂ) • dotSK S K + ((J : ℂ) / 4) • (1 : A)

/-- The Hamiltonian `ω (Sz + Kz) + d Sz + J S·K`: `K` precesses at `ω`, `S` at `ω + d`. -/
def hamiltonian (S K : Fin 3 → A) (ω d J : ℝ) : A :=
  (ω : ℂ) • totalZ S K + (d : ℂ) • S 2 + (J : ℂ) • dotSK S K
```

The number \(R\) is `splittingSq`, and `level` gives \(E_+\) for `s = 1` and \(E_-\) for `s = -1`. `Real.sqrt` returns zero on negative numbers, so the formula has its intended meaning only for \(R\ge0\).

```lean
/-- The squared splitting `d² + 2dJm + J²(k+1/2)²` at total projection `m`. -/
def splittingSq (k d J m : ℝ) : ℝ := d ^ 2 + 2 * d * J * m + J ^ 2 * (k + 1 / 2) ^ 2

/-- The energy `ωm - J/4 + (s/2)√(d² + 2dJm + J²(k+1/2)²)`, for a sign `s` and a
nonnegative radicand. -/
def level (k ω d J m s : ℝ) : ℝ := ω * m - J / 4 + s * Real.sqrt (splittingSq k d J m) / 2
```

## The anticommutator and the square

The auxiliary statements `l` and `r` bring the two factors of \(S\) together. The spin relations then reduce each product, and the transverse terms cancel.

```lean
/-- The anticommutator of `Sz` with the scalar coupling `S·K` is `Kz/2`. -/
theorem CoupledSpins.anticomm_dot {S K : Fin 3 → A} {k : ℝ} (h : CoupledSpins S K k) :
    S 2 * dotSK S K + dotSK S K * S 2 = (1 / 2 : ℂ) • K 2 := by
  have l : ∀ a, S 2 * (S a * K a) = S 2 * S a * K a := fun a => (mul_assoc _ _ _).symm
  have r : ∀ a, S a * K a * S 2 = S a * S 2 * K a := fun a => by
    rw [mul_assoc (S a) (K a), ← h.comm 2 a, ← mul_assoc]
  simp only [dotSK, mul_add, add_mul, l, r, h.square, h.zx, h.xz, h.zy, h.yz,
    smul_mul_assoc, one_mul]
  module
```

In the next proof, `hX` is the formula for \(X^2\). Its helper `p` moves \(K_a\) past \(S_b\), while `c1` to `c4` put products of \(K\) components into a fixed order and eliminate \(K_z^2\) through the Casimir relation. The anticommutator then handles the cross terms in \(Q^2\).

The closing tactic `module` deserves a closer look. Operator products do not commute, so `ring` cannot treat them as ordinary variables. After `simp only` has reduced the products, `module` regards those that remain as fixed vectors and compares their scalar coefficients, where commutative algebra is valid. It does not know that \(i^2=-1\), so `hI` supplies that fact beforehand.

```lean
/-- The square of `d Sz + J S·K + J/4` is `(d² + 2dJ(Sz+Kz) + J²(k+1/2)²)/4`. -/
theorem CoupledSpins.shifted_sq {S K : Fin 3 → A} {k : ℝ} (h : CoupledSpins S K k)
    (d J : ℝ) : shifted S K d J ^ 2 = (1 / 4 : ℂ) • (((d : ℂ) ^ 2) • (1 : A)
      + (2 * (d : ℂ) * J) • totalZ S K + ((J : ℂ) ^ 2 * (k + 1 / 2) ^ 2) • (1 : A)) := by
  -- the square of the scalar coupling, from the spin algebra
  have hX : dotSK S K * dotSK S K
      = ((k : ℂ) * (k + 1) / 4) • (1 : A) - (1 / 2 : ℂ) • dotSK S K := by
    have p : ∀ a b, S a * K a * (S b * K b) = S a * S b * (K a * K b) := fun a b => by
      rw [mul_assoc (S a) (K a), ← mul_assoc (K a), ← h.comm b a]
      simp only [mul_assoc]
    have c1 := sub_eq_iff_eq_add'.mp h.Kxy
    have c2 := sub_eq_iff_eq_add'.mp h.Kyz
    have c3 := sub_eq_iff_eq_add'.mp h.Kzx
    have c4 := eq_sub_of_add_eq' h.casimir
    have hI : I * (I / 2) = -(1 / 2) := by linear_combination (1 / 2 : ℂ) * Complex.I_sq
    simp only [dotSK, mul_add, add_mul, p, h.square, h.xy, h.yx, h.yz, h.zy, h.zx, h.xz,
      c1, c2, c3, c4, smul_mul_assoc, mul_smul_comm, one_mul, smul_add, smul_smul, hI]
    module
  -- the cross terms reduce to the total projection
  have hz := eq_sub_of_add_eq h.anticomm_dot
  rw [pow_two (shifted S K d J)]
  simp only [shifted, totalZ, mul_add, add_mul, smul_mul_assoc, mul_smul_comm, one_mul,
    mul_one, hX, hz, h.square]
  module
```

Conservation of total projection follows the same pattern: the commutators of \(S_z\) and \(K_z\) with \(X\) cancel.

```lean
/-- The total projection `Sz + Kz` commutes with `d Sz + J S·K + J/4`. -/
theorem CoupledSpins.totalZ_comm {S K : Fin 3 → A} {k : ℝ} (h : CoupledSpins S K k)
    (d J : ℝ) : totalZ S K * shifted S K d J = shifted S K d J * totalZ S K := by
  have hx : totalZ S K * dotSK S K = dotSK S K * totalZ S K := by
    have l : ∀ a, S 2 * (S a * K a) = S 2 * S a * K a := fun a => (mul_assoc _ _ _).symm
    have r : ∀ a, S a * K a * S 2 = S a * S 2 * K a := fun a => by
      rw [mul_assoc (S a) (K a), ← h.comm 2 a, ← mul_assoc]
    have l' : ∀ a, K 2 * (S a * K a) = S a * (K 2 * K a) := fun a => by
      rw [← mul_assoc (K 2), ← h.comm a 2, mul_assoc]
    have r' : ∀ a, S a * K a * K 2 = S a * (K a * K 2) := fun a => mul_assoc _ _ _
    have c2 := sub_eq_iff_eq_add'.mp h.Kyz
    have c3 := sub_eq_iff_eq_add'.mp h.Kzx
    simp only [totalZ, dotSK, mul_add, add_mul, l, r, l', r', h.square, h.zx, h.xz, h.zy,
      h.yz, c2, c3, smul_mul_assoc, mul_smul_comm, one_mul]
    module
  have hz : totalZ S K * S 2 = S 2 * totalZ S K := by
    simp only [totalZ, add_mul, mul_add, h.comm 2 2]
  simp only [shifted, mul_add, add_mul, mul_smul_comm, smul_mul_assoc, hx, hz, mul_one,
    one_mul]

/-- The Hamiltonian is `ω (Sz + Kz)` plus the shifted Hamiltonian minus `J/4`. -/
theorem hamiltonian_eq (S K : Fin 3 → A) (ω d J : ℝ) : hamiltonian S K ω d J
    = (ω : ℂ) • totalZ S K + shifted S K d J - ((J : ℂ) / 4) • (1 : A) := by
  unfold hamiltonian shifted
  module
```

## Energies at fixed projection

The algebra now becomes `Module.End ℂ V`, the linear operators on a complex vector space `V`. Applying the operator identity to a vector with \(F_zv=mv\) replaces \(F_z\) by \(m\).

```lean
variable {V : Type*} [AddCommGroup V] [Module ℂ V] {S K : Fin 3 → Module.End ℂ V} {k : ℝ}

/-- On a state of total projection `m`, the shifted Hamiltonian applied twice multiplies by
`(d² + 2dJm + J²(k+1/2)²)/4`. -/
theorem CoupledSpins.shifted_sq_apply (h : CoupledSpins S K k) (d J : ℝ) {m : ℝ} {v : V}
    (hm : totalZ S K v = (m : ℂ) • v) :
    shifted S K d J (shifted S K d J v) = ((splittingSq k d J m : ℂ) / 4) • v := by
  have h1 := congrArg (fun f : Module.End ℂ V => f v) (h.shifted_sq d J)
  simp only [pow_two (shifted S K d J), Module.End.mul_apply, LinearMap.smul_apply,
    LinearMap.add_apply, Module.End.one_apply, hm] at h1
  rw [h1, splittingSq]
  push_cast
  module
```

The theorem `energy_levels` takes a nonzero joint eigenvector and allows its energy `E` to be complex; the conclusion makes it real. In the proof, `hpos` establishes \(R\ge0\), `hq` gives the eigenvalue of \(Q\), and `h4` is the quadratic equation. Its factorisation in `h5` leaves the two energies. The theorem says nothing about multiplicities or the existence of a joint eigenbasis.

```lean
/-- Every energy of a joint eigenstate with total projection `m`, `|m| ≤ k + 1/2`, is
`ωm - J/4 ± ½√(d² + 2dJm + J²(k+1/2)²)`. -/
theorem CoupledSpins.energy_levels (h : CoupledSpins S K k) {ω d J m : ℝ} {E : ℂ} {v : V}
    (hv : v ≠ 0) (hmk : |m| ≤ k + 1 / 2) (hm : totalZ S K v = (m : ℂ) • v)
    (hE : hamiltonian S K ω d J v = E • v) :
    E = (level k ω d J m 1 : ℂ) ∨ E = (level k ω d J m (-1) : ℂ) := by
  have hpos : 0 ≤ splittingSq k d J m := by
    have h2 : m ^ 2 ≤ (k + 1 / 2) ^ 2 := sq_le_sq' (abs_le.mp hmk).1 (abs_le.mp hmk).2
    unfold splittingSq
    nlinarith [sq_nonneg (d + J * m), mul_nonneg (sq_nonneg J) (sub_nonneg.2 h2)]
  have hR : (Real.sqrt (splittingSq k d J m) : ℂ) ^ 2 = (splittingSq k d J m : ℂ) := by
    exact_mod_cast Real.sq_sqrt hpos
  have hq : shifted S K d J v = (E - ω * m + J / 4) • v := by
    rw [hamiltonian_eq] at hE
    simp only [LinearMap.add_apply, LinearMap.sub_apply, LinearMap.smul_apply,
      Module.End.one_apply, hm] at hE
    linear_combination (norm := module) hE
  -- the operator identity becomes a quadratic equation for the energy
  have h2 := h.shifted_sq_apply d J hm
  rw [hq, map_smul, hq] at h2
  have h3 : ((E - ω * m + J / 4) ^ 2 - (splittingSq k d J m : ℂ) / 4) • v = 0 := by
    linear_combination (norm := module) h2
  have h4 := (smul_eq_zero.mp h3).resolve_right hv
  have h5 : (E - (level k ω d J m 1 : ℂ)) * (E - (level k ω d J m (-1) : ℂ)) = 0 := by
    unfold level
    push_cast
    linear_combination h4 - (1 / 4 : ℂ) * hR
  exact (mul_eq_zero.mp h5).imp sub_eq_zero.mp sub_eq_zero.mp
```

The converse assumes a nonzero vector with \(S_z=\tfrac12\) and \(K_z=m-\tfrac12\). The proof constructs \(w\), with `hFw` and `hQw` giving its two eigenvalue equations. The first bullet rules out \(w=0\) through the anticommutator `hanti`, and the second converts the eigenvalue of \(Q\) into that of \(H\). The condition \(J\neq0\) serves this construction: at \(J=0\) one has \(Qv=\tfrac d2v\), so the choice \(r=-\tfrac d2\) would make \(w\) vanish.

```lean
/-- If `J ≠ 0`, `|m| < k + 1/2` and there is a nonzero joint eigenvector with `Sz = 1/2` and
`Kz = m - 1/2`, then both levels (`s = 1` and `s = -1`) occur at total projection `m`. -/
theorem CoupledSpins.both_levels_occur (h : CoupledSpins S K k) {ω d J m s : ℝ} {v : V}
    (hs : s = 1 ∨ s = -1) (hJ : J ≠ 0) (hmk : |m| < k + 1 / 2) (hv : v ≠ 0)
    (hS : S 2 v = (1 / 2 : ℂ) • v) (hK : K 2 v = ((m : ℂ) - 1 / 2) • v) :
    ∃ w : V, w ≠ 0 ∧ totalZ S K w = (m : ℂ) • w ∧
      hamiltonian S K ω d J w = (level k ω d J m s : ℂ) • w := by
  have hgap : 0 < J ^ 2 * ((k + 1 / 2) ^ 2 - m ^ 2) :=
    mul_pos (by positivity) (sub_pos.2 (sq_lt_sq' (abs_lt.mp hmk).1 (abs_lt.mp hmk).2))
  have hpos : 0 ≤ splittingSq k d J m := by
    unfold splittingSq
    nlinarith [sq_nonneg (d + J * m)]
  obtain ⟨r, hrdef⟩ : ∃ r, r = s * Real.sqrt (splittingSq k d J m) / 2 := ⟨_, rfl⟩
  have hr : r * r = splittingSq k d J m / 4 := by
    have h1 := Real.sq_sqrt hpos
    rcases hs with rfl | rfl <;> rw [hrdef] <;> linear_combination (1 / 4 : ℝ) * h1
  have hrC : (r : ℂ) * r = (splittingSq k d J m : ℂ) / 4 := by exact_mod_cast hr
  have hF : totalZ S K v = (m : ℂ) • v := by
    simp only [totalZ, LinearMap.add_apply, hS, hK]
    module
  have hQQ := h.shifted_sq_apply d J hF
  have hFQ := congrArg (fun f : Module.End ℂ V => f v) (h.totalZ_comm d J)
  simp only [Module.End.mul_apply, hF, map_smul] at hFQ
  -- the candidate eigenvector
  obtain ⟨w, hw⟩ : ∃ w, w = shifted S K d J v + (r : ℂ) • v := ⟨_, rfl⟩
  have hFw : totalZ S K w = (m : ℂ) • w := by
    rw [hw, map_add, map_smul, hFQ, hF]
    module
  have hQw : shifted S K d J w = (r : ℂ) • w := by
    rw [hw, map_add, map_smul, hQQ, ← hrC]
    module
  refine ⟨w, ?_, hFw, ?_⟩
  · -- if it vanished, the anticommutator with `Sz` would fix `r` at a forbidden value
    intro h0
    have hc : shifted S K d J v = (-(r : ℂ)) • v := by
      rw [neg_smul]
      exact eq_neg_of_add_eq_zero_left (hw.symm.trans h0)
    have hanti : S 2 * shifted S K d J + shifted S K d J * S 2
        = ((d : ℂ) / 2) • (1 : Module.End ℂ V) + ((J : ℂ) / 2) • totalZ S K := by
      have hz := eq_sub_of_add_eq h.anticomm_dot
      simp only [shifted, totalZ, mul_add, add_mul, smul_mul_assoc, mul_smul_comm,
        one_mul, mul_one, hz, h.square]
      module
    have ha := congrArg (fun f : Module.End ℂ V => f v) hanti
    simp only [LinearMap.add_apply, Module.End.mul_apply, LinearMap.smul_apply,
      Module.End.one_apply, hS, hF, hc, map_smul] at ha
    have hz : (-(r : ℂ) - (d + J * m) / 2) • v = 0 := by
      linear_combination (norm := module) ha
    have he := (smul_eq_zero.mp hz).resolve_right hv
    have he' : -r - (d + J * m) / 2 = 0 := by exact_mod_cast he
    have hr2 : r = -(d + J * m) / 2 := by linarith
    rw [hr2, splittingSq] at hr
    nlinarith
  · have hl : (level k ω d J m s : ℂ) = ω * m - J / 4 + r := by
      rw [hrdef, level]
      push_cast
      ring
    rw [hamiltonian_eq, hl]
    simp only [LinearMap.add_apply, LinearMap.sub_apply, LinearMap.smul_apply,
      Module.End.one_apply, hFw, hQw]
    module
```

## Two spins 1/2 as a concrete case

The Pauli matrices, divided by two and placed in the two factors of a Kronecker product, satisfy every field of `CoupledSpins` with \(k=\tfrac12\). The proof checks the Pauli products entry by entry and carries them over to the Kronecker products. This is the algebra of a strongly coupled pair of protons.

```lean
/-- The three Pauli matrices. -/
def pauli : Fin 3 → Matrix (Fin 2) (Fin 2) ℂ :=
  ![!![0, 1; 1, 0], !![0, -I; I, 0], !![1, 0; 0, -1]]

/-- Two spins 1/2, `σ/2 ⊗ 1` and `1 ⊗ σ/2`, satisfy the relations with `k = 1/2`. -/
theorem coupledSpins_witness : CoupledSpins
    (fun a => (1 / 2 : ℂ) • (pauli a ⊗ₖ (1 : Matrix (Fin 2) (Fin 2) ℂ)))
    (fun a => (1 / 2 : ℂ) • ((1 : Matrix (Fin 2) (Fin 2) ℂ) ⊗ₖ pauli a)) (1 / 2) := by
  have q : ∀ a, pauli a * pauli a = 1 := by
    intro a
    fin_cases a <;> ext i j <;> fin_cases i <;> fin_cases j <;>
      simp [pauli, Matrix.mul_apply, Fin.sum_univ_two]
  have p : pauli 0 * pauli 1 = I • pauli 2 ∧ pauli 1 * pauli 0 = (-I) • pauli 2 ∧
      pauli 1 * pauli 2 = I • pauli 0 ∧ pauli 2 * pauli 1 = (-I) • pauli 0 ∧
      pauli 2 * pauli 0 = I • pauli 1 ∧ pauli 0 * pauli 2 = (-I) • pauli 1 := by
    refine ⟨?_, ?_, ?_, ?_, ?_, ?_⟩ <;> ext i j <;> fin_cases i <;> fin_cases j <;>
      simp [pauli, Matrix.mul_apply, Fin.sum_univ_two]
  obtain ⟨p1, p2, p3, p4, p5, p6⟩ := p
  constructor <;> intros <;>
    simp only [smul_mul_assoc, mul_smul_comm, ← Matrix.mul_kronecker_mul, one_mul, mul_one,
      q, p1, p2, p3, p4, p5, p6, Matrix.smul_kronecker, Matrix.kronecker_smul,
      Matrix.one_kronecker_one, Complex.ofReal_div, Complex.ofReal_one,
      Complex.ofReal_ofNat] <;>
    module

end

end StrongCoupling
```

```lean
#print axioms StrongCoupling.CoupledSpins.energy_levels
#print axioms StrongCoupling.CoupledSpins.both_levels_occur
```

```
'StrongCoupling.CoupledSpins.energy_levels' depends on axioms: [propext, Classical.choice, Quot.sound]
'StrongCoupling.CoupledSpins.both_levels_occur' depends on axioms: [propext, Classical.choice, Quot.sound]
```
